# A planar point group allows a nonzero Berry curvature dipole exactly when its only rotation is the identity

We represent the Berry curvature dipole of a two-dimensional crystal by a vector \(D\in\mathbb R^2\), and its point group by a subgroup \(G\) of the real orthogonal group \(O(2)\), finite or not. The dipole is the integral of the momentum gradient of the Berry curvature over occupied states. The gradient transforms as a vector and the out-of-plane curvature acquires a factor \(\det g\), so symmetry requires

\[
\det(g)\,gD=D\qquad\text{for all }g\in G .
\]

This transformation law is the physical input; it is not derived from a band structure. The claim is that a nonzero solution \(D\) exists if and only if the identity is the only element of \(G\) with determinant one. Any reflection \(m\in G\) then gives \(mD=-D\).

## Rotations, reflections and the vectors they permit

Number rows and columns from 0, and write

\[
g=\begin{pmatrix}a&b\\c&d\end{pmatrix},\qquad \delta=\det g=ad-bc .
\]

From \(gg^T=1\) we get \(\delta^2=1\), \(a^2+b^2=1\) and \(ac+bd=0\). Hence

\[
-\delta b=-abd+b^2c=(a^2+b^2)c=c,\qquad
\delta a=a^2d-abc=(a^2+b^2)d=d .
\]

**Rotations.** If \(\delta=1\), the condition is \(gD=D\), that is,

\[
aD_0+bD_1=D_0,\qquad -bD_0+aD_1=D_1 .
\]

Multiplying by \(D_0\) and \(D_1\) and adding gives \(a|D|^2=|D|^2\). Multiplying by \(D_1\) and \(D_0\) and subtracting gives \(b|D|^2=0\). For \(D\neq0\) this means \(a=1\), \(b=0\), so \(g=1\).

**Reflections.** If \(\det m=-1\), the condition is \(mD=-D\). Now \(d=-a\), so

\[
\det(m+1)=\det m+(a+d)+1=0,
\]

and some nonzero \(D\) satisfies \((m+1)D=0\).

**The whole group.** Suppose the identity is the only rotation in \(G\). If \(g,m\in G\) are reflections, \(gm\) and \(mm\) have determinant one, so \(gm=1=mm\) and \(g=m\). With one reflection, a vector that it reverses is allowed; with none, \(G\) is trivial and every vector is allowed. Thus the permitted groups are \(\{1\}\) and \(\{1,m\}\).

**One component.** Let \(D\) and \(E\) both be reversed by \(m\), and set \(w=D_0E_1-D_1E_0\). The first components of \(mD=-D\) and \(mE=-E\) combine to \(aw=-w\), the second to \(-aw=-w\). Adding gives \(w=0\), so the two vectors are parallel.

Orthogonality matters. The shears \(\begin{pmatrix}1&n\\0&1\end{pmatrix}\), \(n\in\mathbb Z\), form a group of determinant-one matrices that all fix \((1,0)^T\), yet most are not the identity.

The same argument treats a polar vector, with \(gP=P\): a nonzero \(P\) exists under the same condition on \(G\). If \(G\) contains a reflection, \(P\) lies along the mirror line, whereas \(D\) is perpendicular to it.

## Planar operations and dipoles in Lean

```lean
import Mathlib

open Matrix

namespace BerryDipoleSymmetry
```

An element of `PlaneOp` is a matrix together with a proof of orthogonality; `g.1` is the matrix.

```lean
/-- A point operation of the plane: a real orthogonal 2×2 matrix. -/
abbrev PlaneOp : Type := Matrix.orthogonalGroup (Fin 2) ℝ
```

The invariance condition uses `*ᵥ` for matrix times vector and `•` for scaling. It covers spatial operations in the plane, not operations combined with time reversal.

```lean
/-- The vector `D` is allowed as a Berry curvature dipole by the point group `G` if
`det(g) g D = D` for every operation `g` in `G`. -/
def IsAllowedDipole (G : Subgroup PlaneOp) (D : Fin 2 → ℝ) : Prop :=
  ∀ g ∈ G, g.1.det • (g.1 *ᵥ D) = D
```

Taking determinants in \(gg^T=1\) gives the two possible signs.

```lean
/-- A point operation of the plane has determinant `1` or `-1`. -/
theorem det_eq_one_or_neg_one (g : PlaneOp) : g.1.det = 1 ∨ g.1.det = -1 := by
  have h : g.1 * star g.1 = 1 := Matrix.mem_unitaryGroup_iff.mp g.2
  have h' := congrArg Matrix.det h
  rw [Matrix.det_mul, Matrix.star_eq_conjTranspose, Matrix.det_conjTranspose,
    Matrix.det_one, star_trivial] at h'
  exact mul_self_eq_one_iff.mp h'
```

The next lemma extracts two entries of the same equation; `linear_combination` performs the computation of \(c\) and \(d\) above.

```lean
/-- The second row of a planar point operation is determined by its first row and its
determinant. -/
theorem second_row (g : PlaneOp) :
    g.1 1 0 = -(g.1.det * g.1 0 1) ∧ g.1 1 1 = g.1.det * g.1 0 0 := by
  have h : g.1 * star g.1 = 1 := Matrix.mem_unitaryGroup_iff.mp g.2
  have h1 := congrFun (congrFun h 0) 0
  have h2 := congrFun (congrFun h 0) 1
  simp [Matrix.mul_apply, Fin.sum_univ_two, Matrix.star_apply] at h1 h2
  rw [Matrix.det_fin_two]
  constructor
  · linear_combination (-g.1 1 0) * h1 + g.1 0 0 * h2
  · linear_combination (-g.1 1 1) * h1 + g.1 0 1 * h2
```

For rotations, `hn` states \(|D|^2\neq0\), which is then cancelled to obtain `ha` and `hb`.

```lean
/-- A rotation of the plane that leaves a nonzero vector fixed is the identity. -/
theorem rotation_eq_one_of_fixed (g : PlaneOp) (hdet : g.1.det = 1)
    {D : Fin 2 → ℝ} (hD : D ≠ 0) (hfix : g.1 *ᵥ D = D) : g = 1 := by
  obtain ⟨hc, hd⟩ := second_row g
  rw [hdet] at hc hd
  have e0 := congrFun hfix 0
  have e1 := congrFun hfix 1
  simp only [Matrix.mulVec, dotProduct, Fin.sum_univ_two] at e0 e1
  rw [hc, hd] at e1
  have hn : D 0 ^ 2 + D 1 ^ 2 ≠ 0 := by
    intro h
    apply hD
    ext i
    fin_cases i
    · show D 0 = 0
      nlinarith [sq_nonneg (D 0), sq_nonneg (D 1)]
    · show D 1 = 0
      nlinarith [sq_nonneg (D 0), sq_nonneg (D 1)]
  -- the squared length of `D` can be cancelled
  have ha : g.1 0 0 = 1 := by
    apply mul_right_cancel₀ hn
    linear_combination D 0 * e0 + D 1 * e1
  have hb : g.1 0 1 = 0 := by
    apply mul_right_cancel₀ hn
    linear_combination D 1 * e0 - D 0 * e1
  rw [hb] at hc
  rw [ha] at hd
  apply Subtype.ext
  show g.1 = (1 : Matrix (Fin 2) (Fin 2) ℝ)
  ext i j
  fin_cases i <;> fin_cases j <;> simp [ha, hb, hc, hd]
```

For reflections, `hs` is the vanishing determinant, and Mathlib supplies the nonzero kernel vector.

```lean
/-- Every reflection of the plane reverses some nonzero vector. -/
theorem reflection_reverses (m : PlaneOp) (hdet : m.1.det = -1) :
    ∃ D : Fin 2 → ℝ, D ≠ 0 ∧ m.1 *ᵥ D = -D := by
  obtain ⟨hc, hd⟩ := second_row m
  rw [hdet] at hc hd
  -- `m + 1` is singular
  have hs : (m.1 + 1).det = 0 := by
    have h := hdet
    rw [Matrix.det_fin_two] at h
    rw [Matrix.det_fin_two]
    simp only [Matrix.add_apply, Matrix.one_apply_eq,
      Matrix.one_apply_ne (zero_ne_one : (0 : Fin 2) ≠ 1),
      Matrix.one_apply_ne (one_ne_zero : (1 : Fin 2) ≠ 0)]
    linear_combination h + hd
  obtain ⟨D, hD, h⟩ := Matrix.exists_mulVec_eq_zero_iff.mpr hs
  rw [Matrix.add_mulVec, Matrix.one_mulVec] at h
  exact ⟨D, hD, eq_neg_of_add_eq_zero_left h⟩
```

Uniqueness of the reflection follows by cancelling \(m\) from \(gm=mm\).

```lean
/-- If the identity is the only rotation in `G`, then `G` contains at most one reflection. -/
theorem reflection_unique {G : Subgroup PlaneOp}
    (hG : ∀ g ∈ G, g.1.det = 1 → g = 1) {g m : PlaneOp} (hg : g ∈ G) (hm : m ∈ G)
    (hgd : g.1.det = -1) (hmd : m.1.det = -1) : g = m := by
  -- the product of two reflections is a rotation
  have h1 : g * m = 1 := by
    apply hG _ (G.mul_mem hg hm)
    show (g.1 * m.1).det = 1
    rw [Matrix.det_mul, hgd, hmd]
    norm_num
  have h2 : m * m = 1 := by
    apply hG _ (G.mul_mem hm hm)
    show (m.1 * m.1).det = 1
    rw [Matrix.det_mul, hmd]
    norm_num
  exact mul_right_cancel (h1.trans h2.symm)
```

The sign rule \(mD=-D\) is the invariance condition at \(\det m=-1\).

```lean
/-- Every reflection in the point group reverses an allowed Berry curvature dipole. -/
theorem IsAllowedDipole.reversed {G : Subgroup PlaneOp} {D : Fin 2 → ℝ}
    (h : IsAllowedDipole G D) {m : PlaneOp} (hm : m ∈ G) (hdet : m.1.det = -1) :
    m.1 *ᵥ D = -D := by
  have h' := h m hm
  rw [hdet, neg_one_smul] at h'
  exact neg_eq_iff_eq_neg.mp h'
```

The main equivalence uses the rotation lemma in one direction and splits on the presence of a reflection in the other. Without a reflection, the witness is \((1,1)^T\).

```lean
/-- A point group allows a nonzero Berry curvature dipole if and only if the identity is its
only element of determinant one. -/
theorem exists_dipole_iff (G : Subgroup PlaneOp) :
    (∃ D : Fin 2 → ℝ, D ≠ 0 ∧ IsAllowedDipole G D) ↔
      ∀ g ∈ G, g.1.det = 1 → g = 1 := by
  constructor
  · rintro ⟨D, hD, h⟩ g hg hdet
    have h' := h g hg
    rw [hdet, one_smul] at h'
    exact rotation_eq_one_of_fixed g hdet hD h'
  · intro hG
    have hone : ∀ D : Fin 2 → ℝ,
        (1 : PlaneOp).1.det • ((1 : PlaneOp).1 *ᵥ D) = D := by
      intro D
      show (1 : Matrix (Fin 2) (Fin 2) ℝ).det •
        ((1 : Matrix (Fin 2) (Fin 2) ℝ) *ᵥ D) = D
      rw [Matrix.det_one, Matrix.one_mulVec, one_smul]
    by_cases hex : ∃ m ∈ G, m.1.det = -1
    · -- one mirror: take a vector that it reverses
      obtain ⟨m, hm, hmd⟩ := hex
      obtain ⟨D, hD, hrev⟩ := reflection_reverses m hmd
      refine ⟨D, hD, fun g hg => ?_⟩
      rcases det_eq_one_or_neg_one g with hd | hd
      · rw [hG g hg hd]
        exact hone D
      · rw [reflection_unique hG hg hm hd hmd, hmd, hrev, neg_one_smul, neg_neg]
    · -- no mirror: the group is trivial and any vector will do
      refine ⟨fun _ => 1, fun h => one_ne_zero (congrFun h 0), fun g hg => ?_⟩
      rcases det_eq_one_or_neg_one g with hd | hd
      · rw [hG g hg hd]
        exact hone _
      · exact absurd ⟨g, hg, hd⟩ hex
```

In the classification, `⊥` denotes the trivial subgroup.

```lean
/-- The point groups that allow a nonzero Berry curvature dipole are the trivial group and the
groups made of the identity and a single reflection. -/
theorem exists_dipole_iff_trivial_or_mirror (G : Subgroup PlaneOp) :
    (∃ D : Fin 2 → ℝ, D ≠ 0 ∧ IsAllowedDipole G D) ↔
      G = ⊥ ∨ ∃ m : PlaneOp, m.1.det = -1 ∧ ∀ g, g ∈ G ↔ g = 1 ∨ g = m := by
  rw [exists_dipole_iff]
  constructor
  · intro hG
    by_cases hex : ∃ m ∈ G, m.1.det = -1
    · obtain ⟨m, hm, hmd⟩ := hex
      refine Or.inr ⟨m, hmd, fun g => ⟨fun hg => ?_, ?_⟩⟩
      · exact (det_eq_one_or_neg_one g).imp (hG g hg)
          (fun hd => reflection_unique hG hg hm hd hmd)
      · rintro (rfl | rfl)
        · exact G.one_mem
        · exact hm
    · refine Or.inl ((Subgroup.eq_bot_iff_forall G).mpr fun g hg => ?_)
      rcases det_eq_one_or_neg_one g with hd | hd
      · exact hG g hg hd
      · exact absurd ⟨g, hg, hd⟩ hex
  · rintro (rfl | ⟨m, hmd, hmem⟩) g hg hd
    · exact Subgroup.mem_bot.mp hg
    · rcases (hmem g).mp hg with h | h
      · exact h
      · rw [h, hmd] at hd
        norm_num at hd
```

Parallelism is stated as \(D_0E_1=D_1E_0\), which includes zero vectors. The final line combines the four component equations as above.

```lean
/-- If the point group contains a reflection, any two allowed Berry curvature dipoles are
parallel. -/
theorem dipoles_parallel {G : Subgroup PlaneOp} {m : PlaneOp} (hm : m ∈ G)
    (hdet : m.1.det = -1) {D E : Fin 2 → ℝ} (hD : IsAllowedDipole G D)
    (hE : IsAllowedDipole G E) : D 0 * E 1 = D 1 * E 0 := by
  obtain ⟨hc, hd⟩ := second_row m
  rw [hdet] at hc hd
  have d0 := congrFun (hD.reversed hm hdet) 0
  have d1 := congrFun (hD.reversed hm hdet) 1
  have e0 := congrFun (hE.reversed hm hdet) 0
  have e1 := congrFun (hE.reversed hm hdet) 1
  simp only [Matrix.mulVec, dotProduct, Fin.sum_univ_two, Pi.neg_apply] at d0 d1 e0 e1
  rw [hc, hd] at d1 e1
  linear_combination (E 1 * d0 - D 1 * e0 + D 0 * e1 - E 0 * d1) / 2

end BerryDipoleSymmetry
```

```lean
#print axioms BerryDipoleSymmetry.exists_dipole_iff
#print axioms BerryDipoleSymmetry.exists_dipole_iff_trivial_or_mirror
#print axioms BerryDipoleSymmetry.dipoles_parallel
```

```
'BerryDipoleSymmetry.exists_dipole_iff' depends on axioms: [propext, Classical.choice, Quot.sound]
'BerryDipoleSymmetry.exists_dipole_iff_trivial_or_mirror' depends on axioms: [propext, Classical.choice, Quot.sound]
'BerryDipoleSymmetry.dipoles_parallel' depends on axioms: [propext, Classical.choice, Quot.sound]
```

For an electronic-structure calculation on a two-dimensional crystal whose dipole obeys this transformation law, a nontrivial rotation about the layer normal forces the dipole to vanish, and a single mirror line in the plane, with no such rotation, leaves one independent component. Symmetry permission alone does not make the dipole of a particular material nonzero.
